# Linear resonance of the impulse method: determinant, trace and a stability threshold below half the fast period

## Question

To formalise the resonance of the impulse multiple-time-step method I have to choose what stands for the fast motion, and I want the exact flow, so that any instability comes from the splitting and not from an inner integrator. Take a unit-mass oscillator with fast force \(-W^2 q\) and slow force \(-kq\), where \(k, W > 0\). One step of length \(h\) is a slow half kick, the exact fast flow for time \(h\), and another half kick. The claim is that the step matrix has determinant 1 and trace \(2\cos Wh - (hk/W)\sin Wh\), and that the trace falls below \(-2\) for some \(h\in(0,\pi/W)\). How does one state and prove this in Lean 4 with Mathlib?

## Answer

### Modelling choices

The state \((q,p)\) is a vector `Fin 2 → ℝ` with index 0 for \(q\) and index 1 for \(p\). Both forces are linear, so each substep is a real \(2\times2\) matrix. With \(\kappa = hk/2\),
\[
K=\begin{pmatrix}1&0\\-\kappa&1\end{pmatrix},\qquad
F(t)=\begin{pmatrix}\cos Wt& S(t)\\ -W\sin Wt&\cos Wt\end{pmatrix},\qquad S(t)=\frac{\sin Wt}{W}.
\]
These are `halfKick k h` and `fastFlow W t`; `sinOver W t` is \(S(t)\), set equal to its limit \(t\) at \(W=0\). The step `impulseStep k W h` is \(KF(h)K\). To justify the name of \(F\), `fastFlow_solves` shows that \(F(0)\) is the identity and that \(F(t)x\) solves \(\dot q=p\), \(\dot p=-W^2q\) for every initial vector \(x\). Orbit size is measured by `phaseSq`, \(q^2+p^2\), the squared Euclidean norm of the state, which is not the energy. The word "slow" imposes no condition: the final theorems assume `0 < k` and `0 < W`, with no relation between \(k\) and \(W^2\).

### Derivation

*Determinant.* \(\det K=1\) and \(\det F=\cos^2Wh+WS\sin Wh=1\) because \(WS=\sin Wh\). The product has determinant 1.

*Trace.* Multiplying out, with \(S=S(h)\),
\[
KFK=\begin{pmatrix}\cos Wh-\kappa S& S\\ -W\sin Wh-2\kappa\cos Wh+\kappa^2S&\cos Wh-\kappa S\end{pmatrix},
\]
so the trace is \(\tau(h)=2\cos Wh-2\kappa S=2\cos Wh-(hk/W)\sin Wh\).

*Threshold.* Put \(\theta=Wh/2\). From \(2\cos 2\theta+2=4\cos^2\theta\) and \(\sin2\theta=2\sin\theta\cos\theta\),
\[
\tau+2=\frac{2\cos\theta}{W}\,g(h),\qquad g(h)=2W\cos\theta-hk\sin\theta .
\]
For \(h\in(0,\pi/W)\) we have \(\theta\in(0,\pi/2)\), so the prefactor is positive and \(\tau+2\) has the sign of \(g\). On \([0,\pi/W]\) the cosine term decreases strictly and \(h\sin\theta\) does not decrease, so \(g\) decreases strictly. It is continuous, \(g(0)=2W>0\) and \(g(\pi/W)=-\pi k/W<0\), so it has a zero \(h_0\in(0,\pi/W)\). Hence \(\tau>-2\) below \(h_0\) and \(\tau<-2\) above it. Also \(\tau<2\) on the whole open interval, since \(\cos Wh\le1\) and \((hk/W)\sin Wh>0\).

*Trace below \(-2\).* Let \(M\) be any real matrix with rows \((a,b)\), \((c,d)\), determinant \(ad-bc=1\) and trace \(\tau=a+d\). The number \(\mu=\tfrac12\bigl(\tau-\sqrt{\tau^2-4}\bigr)\) satisfies \(\mu\le\tau/2<-1\) and \(\mu^2-\tau\mu+1=0\). Take \(v=(b,\mu-a)\). The first row of \(Mv\) is \(ab+b(\mu-a)=\mu b\); the second is \(bc+d(\mu-a)=d\mu-1=\mu(\mu-a)\). This \(v\) is nonzero if \(\mu\ne a\). If \(\mu=a\), take \(v=(\mu-d,c)\): its rows give \(a\mu-1=\mu(\mu-d)\) and \(c\mu\), and \(\mu=d\) as well would force \(\mu^2=1\). Then \(M^nv=\mu^nv\), and \(q^2+p^2\) grows by the factor \(\mu^{2n}\) relative to its starting value, whatever the length of \(v\).

*Trace between \(-2\) and \(2\).* For \(y=(q,p)\) let
\[
Q(y)=\det[y,My]=cq^2+(d-a)qp-bp^2 .
\]
Then \(Q(My)=\det[My,MMy]=\det M\cdot Q(y)=Q(y)\). Using \((d-a)^2+4bc=\tau^2-4\) and completing squares,
\[
4cQ=\bigl(2cq+(d-a)p\bigr)^2+(4-\tau^2)p^2,\qquad -4bQ=\bigl(2bp-(d-a)q\bigr)^2+(4-\tau^2)q^2 .
\]
Adding and dropping the squares gives \((4-\tau^2)(q^2+p^2)\le4(c-b)Q\). Along the orbit of \(x\) this bounds \(q^2+p^2\) by \(4(c-b)Q(x)/(4-\tau^2)\) at every step.

### The file

```lean
import Mathlib

open Real Matrix Filter

namespace ImpulseResonance

noncomputable section

/-- The function `sin (W t) / W`, continued by its limit `t` at `W = 0`. -/
def sinOver (W t : ℝ) : ℝ := if W = 0 then t else sin (W * t) / W

/-- Propagator over time `t` of the fast oscillator of frequency `W`, acting on `(q, p)`. -/
def fastFlow (W t : ℝ) : Matrix (Fin 2) (Fin 2) ℝ :=
  !![cos (W * t), sinOver W t; -W * sin (W * t), cos (W * t)]

/-- Half kick `p ↦ p - (h / 2) k q` by the slow force `-k q`, acting on `(q, p)`. -/
def halfKick (k h : ℝ) : Matrix (Fin 2) (Fin 2) ℝ := !![1, 0; -(h / 2 * k), 1]

/-- One impulse step: slow half kick, fast flow for time `h`, slow half kick. -/
def impulseStep (k W h : ℝ) : Matrix (Fin 2) (Fin 2) ℝ :=
  halfKick k h * fastFlow W h * halfKick k h

/-- The function `2 W cos (W h / 2) - h k sin (W h / 2)` of the step size `h`. -/
def margin (k W h : ℝ) : ℝ := 2 * W * cos (W * h / 2) - h * k * sin (W * h / 2)

/-- Squared distance `q² + p²` of a phase-space point from the origin. -/
def phaseSq (x : Fin 2 → ℝ) : ℝ := x 0 ^ 2 + x 1 ^ 2

/-- The quadratic form `c q² + (d - a) q p - b p²` of a matrix with rows `(a, b)`, `(c, d)`. -/
def quadInv (M : Matrix (Fin 2) (Fin 2) ℝ) (y : Fin 2 → ℝ) : ℝ :=
  M 1 0 * y 0 ^ 2 + (M 1 1 - M 0 0) * y 0 * y 1 - M 0 1 * y 1 ^ 2

/-- Components of a 2 by 2 matrix applied to a phase-space point. -/
theorem mulVec_two (M : Matrix (Fin 2) (Fin 2) ℝ) (x : Fin 2 → ℝ) (i : Fin 2) :
    (M *ᵥ x) i = M i 0 * x 0 + M i 1 * x 1 := by
  simp [Matrix.mulVec, dotProduct, Fin.sum_univ_two]

/-- For every frequency, `W` times `sinOver W t` is `sin (W t)`. -/
theorem mul_sinOver (W t : ℝ) : W * sinOver W t = sin (W * t) := by
  unfold sinOver
  split_ifs with h
  · simp [h]
  · have hW : W ≠ 0 := h
    field_simp

/-- The fast propagator is the identity at time zero, and its trajectories solve
`q' = p`, `p' = -W² q`. -/
theorem fastFlow_solves (W : ℝ) :
    fastFlow W 0 = 1 ∧ ∀ (x : Fin 2 → ℝ) (t : ℝ),
      HasDerivAt (fun s => (fastFlow W s *ᵥ x) 0) ((fastFlow W t *ᵥ x) 1) t ∧
      HasDerivAt (fun s => (fastFlow W s *ᵥ x) 1) (-W ^ 2 * (fastFlow W t *ᵥ x) 0) t := by
  constructor
  · ext i j
    fin_cases i <;> fin_cases j <;> simp [fastFlow, sinOver]
  · intro x t
    have e0 : ∀ s, (fastFlow W s *ᵥ x) 0 = cos (W * s) * x 0 + sinOver W s * x 1 := by
      intro s
      rw [mulVec_two]
      rfl
    have e1 : ∀ s, (fastFlow W s *ᵥ x) 1 = -W * sin (W * s) * x 0 + cos (W * s) * x 1 := by
      intro s
      rw [mulVec_two]
      rfl
    have hl : HasDerivAt (fun s => W * s) W t :=
      ((hasDerivAt_id' t).const_mul W).congr_deriv (mul_one W)
    have hc : HasDerivAt (fun s => cos (W * s)) (-sin (W * t) * W) t := hl.cos
    have hs : HasDerivAt (fun s => sin (W * s)) (cos (W * t) * W) t := hl.sin
    -- the derivative of sin (W t) / W is cos (W t), also at W = 0
    have hS : HasDerivAt (sinOver W) (cos (W * t)) t := by
      by_cases h : W = 0
      · have e : sinOver W = fun s => s := by
          funext s
          simp [sinOver, h]
        rw [e]
        exact (hasDerivAt_id' t).congr_deriv (by simp [h])
      · have hW : W ≠ 0 := h
        have e : sinOver W = fun s => sin (W * s) / W := by
          funext s
          simp [sinOver, h]
        rw [e]
        exact (hs.div_const W).congr_deriv (by field_simp)
    have hm := mul_sinOver W t
    simp only [e0, e1]
    constructor
    · exact ((hc.mul_const (x 0)).fun_add (hS.mul_const (x 1))).congr_deriv (by ring)
    · exact (((hs.const_mul (-W)).mul_const (x 0)).fun_add (hc.mul_const (x 1))).congr_deriv
        (by linear_combination (W * x 1) * hm)

/-- The impulse step has determinant one. -/
theorem det_impulseStep (k W h : ℝ) : (impulseStep k W h).det = 1 := by
  have hK : (halfKick k h).det = 1 := by
    unfold halfKick
    rw [Matrix.det_fin_two_of]
    ring
  have hF : (fastFlow W h).det = 1 := by
    unfold fastFlow
    rw [Matrix.det_fin_two_of]
    linear_combination sin (W * h) * mul_sinOver W h + sin_sq_add_cos_sq (W * h)
  simp only [impulseStep, Matrix.det_mul, hK, hF, mul_one]

/-- The trace of the impulse step is `2 cos (W h) - (h k / W) sin (W h)`. -/
theorem trace_impulseStep (k W h : ℝ) (hW : W ≠ 0) :
    (impulseStep k W h).trace = 2 * cos (W * h) - h * k / W * sin (W * h) := by
  have hS : sinOver W h = sin (W * h) / W := by simp [sinOver, hW]
  simp only [impulseStep, halfKick, fastFlow, hS, Matrix.mul_fin_two,
    Matrix.trace_fin_two_of]
  ring

/-- Half-angle factorisation: the trace plus two is `2 cos (W h / 2) / W` times `margin`. -/
theorem trace_add_two (k W h : ℝ) (hW : W ≠ 0) :
    (impulseStep k W h).trace + 2 = 2 * cos (W * h / 2) / W * margin k W h := by
  have hcos := cos_two_mul (W * h / 2)
  have hsin := sin_two_mul (W * h / 2)
  rw [show 2 * (W * h / 2) = W * h by ring] at hcos hsin
  have hi : W * W⁻¹ = 1 := mul_inv_cancel₀ hW
  rw [trace_impulseStep k W h hW, hcos, hsin]
  unfold margin
  linear_combination (-4 * cos (W * h / 2) ^ 2) * hi

/-- For `k, W > 0` there is a step size `h₀` in `(0, π / W)` such that on this interval the
trace lies in `(-2, 2)` for `h < h₀` and below `-2` for `h > h₀`. -/
theorem exists_threshold (k W : ℝ) (hk : 0 < k) (hW : 0 < W) :
    ∃ h₀ ∈ Set.Ioo 0 (π / W), ∀ h ∈ Set.Ioo 0 (π / W),
      (h < h₀ → -2 < (impulseStep k W h).trace ∧ (impulseStep k W h).trace < 2) ∧
      (h₀ < h → (impulseStep k W h).trace < -2) := by
  have hpi := Real.pi_pos
  have hT : 0 < π / W := div_pos hpi hW
  have hb : ∀ a, 0 ≤ a → a ≤ π / W → 0 ≤ W * a ∧ W * a ≤ π := by
    intro a h0 h1
    refine ⟨mul_nonneg hW.le h0, ?_⟩
    have := (le_div_iff₀ hW).1 h1
    linarith
  -- the margin decreases strictly on [0, π / W]
  have mono : ∀ a b, 0 ≤ a → a < b → b ≤ π / W → margin k W b < margin k W a := by
    intro a b ha hab hbT
    obtain ⟨a0, a1⟩ := hb a ha (by linarith)
    obtain ⟨b0, b1⟩ := hb b (by linarith) hbT
    have hlt : W * a / 2 < W * b / 2 := by
      have := mul_pos hW (sub_pos.2 hab)
      linarith
    have hcos : cos (W * b / 2) < cos (W * a / 2) :=
      Real.strictAntiOn_cos ⟨by linarith, by linarith⟩ ⟨by linarith, by linarith⟩ hlt
    have hsin : sin (W * a / 2) < sin (W * b / 2) :=
      Real.strictMonoOn_sin ⟨by linarith, by linarith⟩ ⟨by linarith, by linarith⟩ hlt
    have hs0 : 0 ≤ sin (W * a / 2) :=
      sin_nonneg_of_nonneg_of_le_pi (by linarith) (by linarith)
    have hprod : a * sin (W * a / 2) ≤ b * sin (W * b / 2) :=
      mul_le_mul hab.le hsin.le hs0 (by linarith)
    have p1 := mul_pos hW (sub_pos.2 hcos)
    have p2 := mul_nonneg hk.le (sub_nonneg.2 hprod)
    unfold margin
    nlinarith [p1, p2]
  -- it is continuous and changes sign, so it has a zero h₀
  have hcont : Continuous (margin k W) := by
    show Continuous fun h => 2 * W * cos (W * h / 2) - h * k * sin (W * h / 2)
    fun_prop
  have g0 : 0 < margin k W 0 := by
    have e : margin k W 0 = 2 * W := by simp [margin]
    linarith
  have g1 : margin k W (π / W) < 0 := by
    have eW : W * (π / W) = π := by field_simp
    have hp : 0 < π / W * k := mul_pos hT hk
    unfold margin
    rw [eW, cos_pi_div_two, sin_pi_div_two]
    linarith
  obtain ⟨h₀, hh₀, hz⟩ := intermediate_value_Ioo' hT.le hcont.continuousOn
    (show (0 : ℝ) ∈ Set.Ioo (margin k W (π / W)) (margin k W 0) from ⟨g1, g0⟩)
  refine ⟨h₀, hh₀, fun h hh => ?_⟩
  have h1 : 0 < h := hh.1
  have h2 : W * h < π := by
    have := (lt_div_iff₀ hW).1 hh.2
    linarith
  have h3 : 0 < W * h := mul_pos hW h1
  have hc : 0 < cos (W * h / 2) := cos_pos_of_mem_Ioo ⟨by linarith, by linarith⟩
  have hpos : 0 < 2 * cos (W * h / 2) / W := by positivity
  have key := trace_add_two k W h hW.ne'
  refine ⟨fun hlt => ⟨?_, ?_⟩, fun hlt => ?_⟩
  · have hm := mono h h₀ h1.le hlt hh₀.2.le
    rw [hz] at hm
    have := mul_pos hpos hm
    linarith
  · rw [trace_impulseStep k W h hW.ne']
    have hs : 0 < sin (W * h) := sin_pos_of_pos_of_lt_pi h3 h2
    have hq : 0 < h * k / W := by positivity
    have p1 := mul_pos hq hs
    have p2 := cos_le_one (W * h)
    linarith
  · have hm := mono h₀ h hh₀.1.le hlt hh.2.le
    rw [hz] at hm
    have := mul_neg_of_pos_of_neg hpos hm
    linarith

/-- A real 2 by 2 matrix with determinant one and trace below `-2` has an eigenvector with
a real eigenvalue below `-1`. -/
theorem exists_eigenvector (M : Matrix (Fin 2) (Fin 2) ℝ) (hd : M.det = 1)
    (ht : M.trace < -2) :
    ∃ μ : ℝ, μ < -1 ∧ ∃ v : Fin 2 → ℝ, v ≠ 0 ∧ M *ᵥ v = μ • v := by
  rw [Matrix.det_fin_two] at hd
  rw [Matrix.trace_fin_two] at ht
  have hD : 0 ≤ (M 0 0 + M 1 1) ^ 2 - 4 := by nlinarith
  obtain ⟨r, hr0, hr⟩ : ∃ r : ℝ, 0 ≤ r ∧ r ^ 2 = (M 0 0 + M 1 1) ^ 2 - 4 :=
    ⟨Real.sqrt _, Real.sqrt_nonneg _, Real.sq_sqrt hD⟩
  -- the smaller root of the characteristic polynomial
  obtain ⟨μ, hμ, hq⟩ : ∃ μ : ℝ, μ < -1 ∧ μ ^ 2 - (M 0 0 + M 1 1) * μ + 1 = 0 :=
    ⟨(M 0 0 + M 1 1 - r) / 2, by linarith, by linear_combination (1 / 4) * hr⟩
  have key : ∀ u w : Fin 2 → ℝ, u 0 = w 0 → u 1 = w 1 → u = w := by
    intro u w h0 h1
    funext i
    fin_cases i
    exacts [h0, h1]
  refine ⟨μ, hμ, ?_⟩
  by_cases ha : μ = M 0 0
  · refine ⟨![μ - M 1 1, M 1 0], ?_, ?_⟩
    · intro h
      have h0 : μ - M 1 1 = 0 := congrFun h 0
      have e : M 1 1 = μ := by linarith
      rw [e, ← ha] at hq
      nlinarith
    · apply key
      · rw [mulVec_two]
        show M 0 0 * (μ - M 1 1) + M 0 1 * M 1 0 = μ * (μ - M 1 1)
        linear_combination (-1 : ℝ) * hd - hq
      · rw [mulVec_two]
        show M 1 0 * (μ - M 1 1) + M 1 1 * M 1 0 = μ * M 1 0
        ring
  · refine ⟨![M 0 1, μ - M 0 0], ?_, ?_⟩
    · intro h
      have h1 : μ - M 0 0 = 0 := congrFun h 1
      exact ha (by linarith)
    · apply key
      · rw [mulVec_two]
        show M 0 0 * M 0 1 + M 0 1 * (μ - M 0 0) = μ * M 0 1
        ring
      · rw [mulVec_two]
        show M 1 0 * M 0 1 + M 1 1 * (μ - M 0 0) = μ * (μ - M 0 0)
        linear_combination (-1 : ℝ) * hd - hq

/-- With determinant one and trace below `-2`, some orbit of the iterated map has
`q² + p²` tending to infinity. -/
theorem exists_divergent_orbit (M : Matrix (Fin 2) (Fin 2) ℝ) (hd : M.det = 1)
    (ht : M.trace < -2) :
    ∃ v : Fin 2 → ℝ, Tendsto (fun n : ℕ => phaseSq ((M ^ n) *ᵥ v)) atTop atTop := by
  obtain ⟨μ, hμ, v, hv0, hv⟩ := exists_eigenvector M hd ht
  refine ⟨v, ?_⟩
  have hp : ∀ n : ℕ, (M ^ n) *ᵥ v = μ ^ n • v := by
    intro n
    induction n with
    | zero => simp
    | succ n ih =>
      rw [pow_succ M, ← Matrix.mulVec_mulVec, hv, Matrix.mulVec_smul, ih, smul_smul,
        pow_succ' μ]
  have hpos : 0 < phaseSq v := by
    by_contra hn
    unfold phaseSq at hn
    have hn' := not_lt.1 hn
    have s0 := sq_nonneg (v 0)
    have s1 := sq_nonneg (v 1)
    have z0 : v 0 ^ 2 = 0 := by linarith
    have z1 : v 1 ^ 2 = 0 := by linarith
    have h0 : v 0 = 0 := (pow_eq_zero_iff two_ne_zero).1 z0
    have h1 : v 1 = 0 := (pow_eq_zero_iff two_ne_zero).1 z1
    apply hv0
    funext i
    fin_cases i
    exacts [h0, h1]
  have h1 : 1 < μ ^ 2 := by nlinarith
  -- along the eigenvector the squared distance is multiplied by μ² in each step
  refine ((tendsto_pow_atTop_atTop_of_one_lt h1).atTop_mul_const hpos).congr fun n => ?_
  rw [hp]
  simp only [phaseSq, Pi.smul_apply, smul_eq_mul]
  ring

/-- With determinant one and trace in `(-2, 2)`, every orbit of the iterated map has
bounded `q² + p²`. -/
theorem orbit_bounded (M : Matrix (Fin 2) (Fin 2) ℝ) (hd : M.det = 1)
    (ht₁ : -2 < M.trace) (ht₂ : M.trace < 2) (x : Fin 2 → ℝ) :
    ∃ C : ℝ, ∀ n : ℕ, phaseSq ((M ^ n) *ᵥ x) ≤ C := by
  rw [Matrix.det_fin_two] at hd
  rw [Matrix.trace_fin_two] at ht₁ ht₂
  -- the quadratic form is conserved by the map
  have hstep : ∀ y, quadInv M (M *ᵥ y) = quadInv M y := by
    intro y
    simp only [quadInv, mulVec_two]
    linear_combination
      (M 1 0 * y 0 ^ 2 + (M 1 1 - M 0 0) * y 0 * y 1 - M 0 1 * y 1 ^ 2) * hd
  have hn : ∀ n : ℕ, quadInv M ((M ^ n) *ᵥ x) = quadInv M x := by
    intro n
    induction n with
    | zero => simp
    | succ n ih => rw [pow_succ' M, ← Matrix.mulVec_mulVec, hstep, ih]
  have hD : 0 < 4 - (M 0 0 + M 1 1) ^ 2 := by
    nlinarith [mul_pos (sub_pos.2 ht₁) (sub_pos.2 ht₂)]
  -- completing squares: the form controls q² + p²
  have hctrl : ∀ y, phaseSq y * (4 - (M 0 0 + M 1 1) ^ 2)
      ≤ 4 * (M 1 0 - M 0 1) * quadInv M y := by
    intro y
    have hid : 4 * (M 1 0 - M 0 1) * quadInv M y
        = (2 * M 0 1 * y 1 - (M 1 1 - M 0 0) * y 0) ^ 2
          + (2 * M 1 0 * y 0 + (M 1 1 - M 0 0) * y 1) ^ 2
          + phaseSq y * (4 - (M 0 0 + M 1 1) ^ 2) := by
      unfold quadInv phaseSq
      linear_combination 4 * (y 0 ^ 2 + y 1 ^ 2) * hd
    rw [hid]
    have s1 := sq_nonneg (2 * M 0 1 * y 1 - (M 1 1 - M 0 0) * y 0)
    have s2 := sq_nonneg (2 * M 1 0 * y 0 + (M 1 1 - M 0 0) * y 1)
    linarith
  refine ⟨4 * (M 1 0 - M 0 1) * quadInv M x / (4 - (M 0 0 + M 1 1) ^ 2), fun n => ?_⟩
  rw [le_div_iff₀ hD, ← hn n]
  exact hctrl _

/-- For `k, W > 0` the impulse step has determinant one and trace
`2 cos (W h) - (h k / W) sin (W h)`, and the trace is below `-2` for some `h` in `(0, π / W)`. -/
theorem impulse_resonance (k W : ℝ) (hk : 0 < k) (hW : 0 < W) :
    (∀ h, (impulseStep k W h).det = 1) ∧
    (∀ h, (impulseStep k W h).trace = 2 * cos (W * h) - h * k / W * sin (W * h)) ∧
    ∃ h ∈ Set.Ioo 0 (π / W), (impulseStep k W h).trace < -2 := by
  refine ⟨det_impulseStep k W, fun h => trace_impulseStep k W h hW.ne', ?_⟩
  obtain ⟨h₀, ⟨a0, a1⟩, H⟩ := exists_threshold k W hk hW
  have hm : (h₀ + π / W) / 2 ∈ Set.Ioo 0 (π / W) := ⟨by linarith, by linarith⟩
  exact ⟨_, hm, (H _ hm).2 (by linarith)⟩

/-- For `k, W > 0` there is `h₀` in `(0, π / W)` such that on this interval all orbits of the
impulse method are bounded for `h < h₀`, and some orbit diverges for `h > h₀`. -/
theorem impulse_stability_dichotomy (k W : ℝ) (hk : 0 < k) (hW : 0 < W) :
    ∃ h₀ ∈ Set.Ioo 0 (π / W), ∀ h ∈ Set.Ioo 0 (π / W),
      (h < h₀ → ∀ x : Fin 2 → ℝ, ∃ C : ℝ, ∀ n : ℕ,
        phaseSq ((impulseStep k W h ^ n) *ᵥ x) ≤ C) ∧
      (h₀ < h → ∃ v : Fin 2 → ℝ,
        Tendsto (fun n : ℕ => phaseSq ((impulseStep k W h ^ n) *ᵥ v)) atTop atTop) := by
  obtain ⟨h₀, hh₀, H⟩ := exists_threshold k W hk hW
  refine ⟨h₀, hh₀, fun h hh => ⟨fun hlt x => ?_, fun hlt => ?_⟩⟩
  · obtain ⟨t1, t2⟩ := (H h hh).1 hlt
    exact orbit_bounded _ (det_impulseStep k W h) t1 t2 x
  · exact exists_divergent_orbit _ (det_impulseStep k W h) ((H h hh).2 hlt)

end

end ImpulseResonance
```

```lean
#print axioms ImpulseResonance.fastFlow_solves
-- 'ImpulseResonance.fastFlow_solves' depends on axioms: [propext, Classical.choice, Quot.sound]
#print axioms ImpulseResonance.impulse_resonance
-- 'ImpulseResonance.impulse_resonance' depends on axioms: [propext, Classical.choice, Quot.sound]
#print axioms ImpulseResonance.impulse_stability_dichotomy
-- 'ImpulseResonance.impulse_stability_dichotomy' depends on axioms: [propext, Classical.choice, Quot.sound]
```

### What the theorems say

`impulse_resonance` is the claim of the question: for \(k,W>0\) the determinant and trace formulas hold for every real \(h\), and some \(h\) in `Set.Ioo 0 (π / W)` has trace below \(-2\). `impulse_stability_dichotomy` turns this into dynamics. There is \(h_0\in(0,\pi/W)\) such that, for \(h\) in that interval, \(h<h_0\) gives each starting point \(x\) a bound \(C\) valid for all step numbers \(n\), and \(h>h_0\) gives a starting vector whose \(q^2+p^2\) tends to infinity. The bound may depend on \(x\) and \(h\). The determinant and trace formulas hold at every \(h\), but neither theorem decides stability at \(h=h_0\) or for \(h\ge\pi/W\).

The value \(\pi/W\) is half the fast period \(2\pi/W\). The result bears on multiple-time-step molecular dynamics, where slow forces are applied as kicks once per outer step: in this linear one-coordinate model with an exact inner flow and an attractive slow force (\(k>0\)), outer steps just below half the fast period are unstable, however weak that force. Nonlinear forces, coupled modes and an inner flow approximated by substeps are not modelled.

### How the proof follows the derivation

`det_impulseStep` uses `Matrix.det_mul`, with `mul_sinOver` supplying \(WS=\sin Wh\); `trace_impulseStep` multiplies the three matrices with `Matrix.mul_fin_two`. `trace_add_two` is the half-angle factorisation, with `margin` as \(g\). In `exists_threshold`, `mono` is the strict decrease, `g0` and `g1` are the end signs, and `intermediate_value_Ioo'`, the version for a function whose value falls from the left end to the right, produces \(h_0\). `exists_eigenvector` splits on `μ = M 0 0` as above, where \(a,b,c,d\) are `M 0 0`, `M 0 1`, `M 1 0`, `M 1 1`. `exists_divergent_orbit` proves \(M^nv=\mu^nv\) by induction and applies `tendsto_pow_atTop_atTop_of_one_lt` to \(\mu^2\). In `orbit_bounded`, `quadInv` is \(Q\), `hstep` and `hn` are its conservation, and `hid` is the sum of the two completed squares. `impulse_resonance` takes the midpoint of \(h_0\) and \(\pi/W\) as its witness.

A reusable device is `linear_combination` for identities that hold only under a constraint. In `hstep` the difference \(Q(My)-Q(y)\) equals \(Q(y)(\det M-1)\) as polynomials, so the coefficient given for `hd` is \(Q(y)\) itself, and ring normalisation closes the goal.

### Remarks

The numbers and limits below come from the formulas above and were not run through Lean.

*An instance.* Take \(W=1\), \(k=0.1\). At \(h=5\pi/6\approx2.618\), \(\tau=-\sqrt3-0.131\approx-1.863\), a stable step. At \(h=3\), \(\tau\approx-1.9800-0.0423=-2.0223\) and \(\mu\approx-1.161\). There \(a=\tau/2\approx-1.0112\) and \(b=\sin3\approx0.1411\), so \(v\approx(0.1411,-0.1498)\), or \((0.686,-0.728)\) after normalisation, and \(q^2+p^2\) is multiplied by about \(1.35\) in each step. The condition \(g=0\) reads \(\theta\tan\theta=W^2/k=10\), so \(h_0\approx2.858\).

*The limit \(W=0\).* The fast flow becomes the drift \(q\mapsto q+hp\), the step is velocity Verlet for the force \(-kq\), and the matrix above has trace \(2-h^2k\), which crosses \(-2\) at \(h=2/\sqrt k\approx6.3\) for \(k=0.1\). `det_impulseStep` covers this case, but `trace_impulseStep` needs `W ≠ 0`: Lean reads `h * k / W` as 0 there, and the formula would give 2.

*Two easy mistakes.* Evaluating the trace at the resonant step \(h=\pi/W\) gives exactly \(-2\) for every \(k\), because \(\sin\pi=0\); the sign information just below that point sits in \(g\), which is why the factor \(\cos\theta\) is split off first. And the unstable branch must read "some orbit", not "every nonzero orbit": since the determinant is 1, the other eigenvalue is \(1/\mu\), and orbits along its eigenvector decay.
